# Exponential escape with a positive rate has a positive mean observed time at any positive cutoff

A run is watched until it escapes or until a fixed cutoff `T`, and its escape time follows the exponential density k exp(−kt) for t ≥ 0. The mean observed time is the integral of t times this density from 0 to `T`, plus `T` times the probability that the run has not escaped by then. The theorem `observedTime_pos` states that this mean is positive whenever `k` and `T` are both positive. The attempt uses an earlier result, that `k` times the mean observed time equals the escape probability 1 − exp(−kT). It aims to show that this probability is positive and then to remove the positive factor `k`.

An attempt in Lean 4 with a fault in it:

```lean
import Mathlib

open Set Filter Topology

namespace ObservedTimePos

noncomputable section

/-- The probability that a run with escape-time density `f` escapes before the cutoff `T`. -/
def escapeProb (f : ℝ → ℝ) (T : ℝ) : ℝ := ∫ t in (0 : ℝ)..T, f t

/-- The mean observed time of a run stopped at escape or at the cutoff `T`: completed runs
contribute their escape time, censored runs contribute `T`. -/
def observedTime (f : ℝ → ℝ) (T : ℝ) : ℝ :=
  (∫ t in (0 : ℝ)..T, t * f t) + T * (1 - escapeProb f T)

/-- The exponential escape-time density with rate `k`. -/
def exponentialDensity (k t : ℝ) : ℝ := k * Real.exp (-(k * t))

/-- For a continuous density, the escape probability grows with the cutoff at a rate given by
the density. -/
theorem hasDerivAt_escapeProb {f : ℝ → ℝ} (hf : Continuous f) (T : ℝ) :
    HasDerivAt (escapeProb f) (f T) T :=
  (hf.integral_hasStrictDerivAt 0 T).hasDerivAt

/-- For a continuous density, lengthening the cutoff adds observed time at a rate equal to the
probability that the run has not yet escaped. -/
theorem hasDerivAt_observedTime {f : ℝ → ℝ} (hf : Continuous f) (T : ℝ) :
    HasDerivAt (observedTime f) (1 - escapeProb f T) T := by
  have hc : Continuous (fun t : ℝ => t * f t) := by fun_prop
  have h1 : HasDerivAt (fun u : ℝ => ∫ t in (0 : ℝ)..u, t * f t) (T * f T) T :=
    (hc.integral_hasStrictDerivAt 0 T).hasDerivAt
  have h2 := (hasDerivAt_id' T).fun_mul ((hasDerivAt_escapeProb hf T).const_sub 1)
  -- the gain from new escapes cancels the loss of censored runs
  exact (h1.fun_add h2).congr_deriv (by ring)

/-- For a continuous density, the mean observed time is the integral of the survival
probability up to the cutoff. -/
theorem observedTime_eq_integral {f : ℝ → ℝ} (hf : Continuous f) (T : ℝ) :
    observedTime f T = ∫ t in (0 : ℝ)..T, (1 - escapeProb f t) := by
  have hP : Continuous (escapeProb f) :=
    continuous_iff_continuousAt.2 fun t => (hasDerivAt_escapeProb hf t).continuousAt
  have h : ∫ t in (0 : ℝ)..T, (1 - escapeProb f t) = observedTime f T - observedTime f 0 :=
    intervalIntegral.integral_eq_sub_of_hasDerivAt
      (fun t _ => hasDerivAt_observedTime hf t)
      ((continuous_const.sub hP).intervalIntegrable 0 T)
  have h0 : observedTime f 0 = 0 := by simp [observedTime]
  rw [h, h0, sub_zero]

/-- The exponential density is a continuous function of time. -/
theorem continuous_exponentialDensity (k : ℝ) : Continuous (exponentialDensity k) := by
  unfold exponentialDensity
  fun_prop

/-- For the exponential law, the probability of escape before the cutoff `T` is
`1 - exp(-kT)`. -/
theorem escapeProb_exponential (k T : ℝ) :
    escapeProb (exponentialDensity k) T = 1 - Real.exp (-(k * T)) := by
  have hd : ∀ t, HasDerivAt (fun u : ℝ => -Real.exp (-(k * u))) (exponentialDensity k t) t := by
    intro t
    have h := (((hasDerivAt_id' t).const_mul k).fun_neg.exp).fun_neg
    exact h.congr_deriv (by unfold exponentialDensity; ring)
  have h : escapeProb (exponentialDensity k) T
      = -Real.exp (-(k * T)) - -Real.exp (-(k * 0)) :=
    intervalIntegral.integral_eq_sub_of_hasDerivAt (fun t _ => hd t)
      ((continuous_exponentialDensity k).intervalIntegrable 0 T)
  rw [h, mul_zero, neg_zero, Real.exp_zero]
  ring

/-- For the exponential law, the escape probability is the rate times the mean observed time. -/
theorem escapeProb_eq_rate_mul_observedTime (k T : ℝ) :
    escapeProb (exponentialDensity k) T = k * observedTime (exponentialDensity k) T := by
  rw [observedTime_eq_integral (continuous_exponentialDensity k) T,
    ← intervalIntegral.integral_const_mul]
  change ∫ t in (0 : ℝ)..T, exponentialDensity k t = _
  -- the exponential density is `k` times the survival probability at every time
  refine intervalIntegral.integral_congr fun t _ => ?_
  simp only [escapeProb_exponential, exponentialDensity]
  ring

/-- For the exponential law with a positive rate, the mean observed time is positive at every
positive cutoff. -/
theorem observedTime_pos {k T : ℝ} (hk : 0 < k) (hT : 0 < T) :
    0 < observedTime (exponentialDensity k) T := by
  have hP : 0 < k * observedTime (exponentialDensity k) T := by
    rw [← escapeProb_eq_rate_mul_observedTime, escapeProb_exponential]
    have hneg : -(k * T) < 0 := neg_lt_zero.2 (mul_pos hk hT)
    have hexp := Real.exp_lt_one hneg
    linarith
  exact (mul_pos_iff_of_pos_left hk).1 hP

end

end ObservedTimePos
```

Compiling this gives:

```
Main.lean:88:17: error(lean.unknownIdentifier): Unknown constant `Real.exp_lt_one`
```

The message says that Lean knows no constant called `Real.exp_lt_one`. The proof calls on that name to turn `hneg`, which says that `-(k * T)` is negative, into the bound that the exponential of `-(k * T)` is less than 1. The mathematical step is sound, but the name given for it refers to nothing in the environment.

The repair uses `Real.exp_lt_one_iff`, which does exist and is an equivalence: the exponential of a real number is less than 1 exactly when that number is negative. Since it is an equivalence, it can't be applied directly to `hneg`. The suffix `.2` selects the direction from the negative exponent to the bound on the exponential. `hexp` then holds the inequality that `linarith` needs to show that 1 − exp(−kT) is positive, and the rest of the proof stands unchanged.

The repair, with which the file compiles:

```diff
@@ -86,5 +86,5 @@
     rw [← escapeProb_eq_rate_mul_observedTime, escapeProb_exponential]
     have hneg : -(k * T) < 0 := neg_lt_zero.2 (mul_pos hk hT)
-    have hexp := Real.exp_lt_one hneg
+    have hexp := Real.exp_lt_one_iff.2 hneg
     linarith
   exact (mul_pos_iff_of_pos_left hk).1 hP
```
